# Hellmann-Feynman derivatives of the one-electron Dirac-Coulomb energy and the moments of the nodeless states

## Question

An electron bound to a point nucleus of charge $Z$ is described, in atomic units with speed of light $c$, by a large and a small radial component $P(r)$, $Q(r)$ and an angular parameter $k$ ($k=-1$ for the ground state). With radial quantum number $m\ge 0$ (for $k>0$ a bound state needs $m\ge 1$) and $|k|>Z/c>0$ the energy, rest energy included, is

$$E=\frac{c^2(m+g)}{N},\qquad g=\sqrt{k^2-Z^2/c^2},\qquad N=\sqrt{(m+g)^2+Z^2/c^2}.$$

The radial Hamiltonian depends on $Z$ only through $-Z/r$ and on $k$ only through the off-diagonal term $ck/r$. The Hellmann-Feynman argument therefore suggests $\partial E/\partial Z=-\langle 1/r\rangle$ and $\partial E/\partial k=2c\int PQ/r\,dr$ for a normalised state. I would like to see

$$\frac{\partial E}{\partial Z}=-\frac{Z(k^2+mg)}{gN^3},\qquad \frac{\partial E}{\partial k}=\frac{Z^2k}{gN^3},$$

with the values $-Z/g$ and $-Z^2/g$ at $m=0$, $k=-1$, stated and proved in Lean 4 with Mathlib. Can the match with the integrals be proved as well?

## Answer

The two derivative formulas are proved below for every real $m\ge0$. The match with the integrals is proved for $m=0$, $k<0$, $Z>0$, by writing down the wavefunctions, evaluating the integrals and comparing them with the derivatives. No operator-level Hellmann-Feynman theorem is used or proved, and for $m>0$, as for $k>0$, the energy is a defined function that is not tied to any wavefunction.

### Translation into Lean

All of $c,m,Z,k$ are real numbers. Physically $k$ is a nonzero integer and $m$ a natural number, but a derivative in $k$ needs a real variable. The functions `gam`, `appN` and `energy` are $g$, $N$ and $E$. The hypothesis `(Z / c) ^ 2 < k ^ 2` says $|Z/c|<|k|$, and the only other condition on $c$ is `c ≠ 0`. A partial derivative is a `HasDerivAt` statement for `fun z => energy c m z k` or `fun x => energy c m Z x`, with the other arguments fixed.

The predicate `SolvesRadialDirac c Z k E P Q` says that at every $r>0$ both functions are differentiable and

$$\Big(c^2-\frac Zr\Big)P+c\Big(-Q'+\frac{k}{r}Q\Big)=EP,\qquad c\Big(P'+\frac{k}{r}P\Big)+\Big(-c^2-\frac Zr\Big)Q=EQ .$$

This fixes the relative sign of $P$ and $Q$, and with it the sign of the cross moment. It contains no boundary condition. The components carry the factor $r$, so the integrals over `Ioi (0 : ℝ)`, the half-line $r>0$, use the measure $dr$. The pair is left unnormalised: `normSq` is $\int(P^2+Q^2)\,dr$, while `meanInvR` and `meanCross` are $\int (P^2+Q^2)/r\,dr$ and $2c\int PQ/r\,dr$ divided by it, which are the values for the normalised state.

### Derivation by hand

Put $u=m+g$ and $a=Z/c$, so that $E=c^2u/N$, $N^2=u^2+a^2$ and $g^2+a^2=k^2$. Since $g>0$ and $m\ge0$, both $u$ and $N$ are positive. From $dN=(u\,du+a\,da)/N$,

$$d\Big(\frac uN\Big)=\frac{N^2du-u(u\,du+a\,da)}{N^3}=\frac{a^2\,du-ua\,da}{N^3}.$$

For the charge, $\partial u/\partial Z=-Z/(c^2g)$ and $\partial a/\partial Z=1/c$, so

$$\frac{\partial E}{\partial Z}=-\frac{Z}{N^3}\Big(\frac{a^2}{g}+m+g\Big)=-\frac{Z(a^2+g^2+mg)}{gN^3}=-\frac{Z(k^2+mg)}{gN^3}.$$

For the angular parameter, $\partial u/\partial k=k/g$ and $\partial a/\partial k=0$, so $\partial E/\partial k=c^2a^2k/(gN^3)=Z^2k/(gN^3)$.

Now take $m=0$ and $k<0$. Then $N^2=g^2+a^2=k^2$, hence $N=-k$ and $E=-c^2g/k$. Let

$$f=r^g e^{Zr/k},\qquad P=(g-k)f,\qquad Q=-af,\qquad f'=\Big(\frac gr+\frac Zk\Big)f .$$

In the first radial equation, using $ca=Z$, the left side divided by $f$ is

$$c^2(g-k)-\frac{Z(g-k)}{r}+\frac{Z(g-k)}{r}+\frac{Z^2}{k}=c^2(g-k)+\frac{Z^2}{k},$$

and the right side is $-c^2g(g-k)/k$. Their difference is $(c^2/k)(g^2-k^2+a^2)=0$. In the second equation the left side divided by $f$ is

$$c(g-k)\Big(\frac{g+k}{r}+\frac Zk\Big)+cZ+\frac{Z^2}{cr}=\frac cr\,(g^2-k^2+a^2)+\frac{cZg}{k},$$

where the bracket vanishes and $cZg/k=-Ea$ is the right side.

For $Z>0$ set $b=-2Z/k>0$, so that $f^2=r^{2g}e^{-br}$. The Gamma integral $\int_0^\infty r^{s-1}e^{-br}dr=\Gamma(s)/b^s$, valid for $s>0$, gives

$$I_0=\int_0^\infty f^2dr=\frac{2g\,\Gamma(2g)}{b^{2g+1}}>0,\qquad I_1=\int_0^\infty\frac{f^2}{r}dr=\frac{\Gamma(2g)}{b^{2g}},\qquad \frac{I_1}{I_0}=\frac{b}{2g}=-\frac{Z}{kg}.$$

The densities are $P^2+Q^2=(g^2+a^2-2gk+k^2)f^2=-2k(g-k)f^2$ and $PQ=-a(g-k)f^2$. The norm integral $-2k(g-k)I_0$ is positive because $k<0<g$, and

$$\langle 1/r\rangle=\frac{I_1}{I_0}=-\frac{Z}{kg},\qquad \frac{2c\int PQ/r\,dr}{\int(P^2+Q^2)\,dr}=\frac{-2Z(g-k)I_1}{-2k(g-k)I_0}=-\frac{Z^2}{k^2g}.$$

With $m=0$ and $N^3=-k^3$ the derivative formulas read $\partial E/\partial Z=Z/(kg)$ and $\partial E/\partial k=-Z^2/(k^2g)$. The first is $-\langle1/r\rangle$ and the second is the cross moment. At $k=-1$ they are $-Z/g$ and $-Z^2/g$ with $g=\sqrt{1-Z^2/c^2}$.

### The Lean file

```lean
import Mathlib

open Real MeasureTheory Set

namespace DiracCoulombHellmannFeynman

noncomputable section

/-- The exponent `g = √(k² - Z²/c²)`. -/
def gam (c Z k : ℝ) : ℝ := √(k ^ 2 - (Z / c) ^ 2)

/-- The apparent principal quantum number `N = √((m + g)² + Z²/c²)`. -/
def appN (c m Z k : ℝ) : ℝ := √((m + gam c Z k) ^ 2 + (Z / c) ^ 2)

/-- The Dirac-Coulomb energy `E = c² (m + g) / N`, rest energy included. -/
def energy (c m Z k : ℝ) : ℝ := c ^ 2 * ((m + gam c Z k) / appN c m Z k)

/-- `P` and `Q` solve the radial Dirac equations with potential `-Z/r` and energy `E`
at every `r > 0`. -/
def SolvesRadialDirac (c Z k E : ℝ) (P Q : ℝ → ℝ) : Prop :=
  ∀ r > 0, ∃ P' Q', HasDerivAt P P' r ∧ HasDerivAt Q Q' r ∧
    (c ^ 2 - Z / r) * P r + c * (-Q' + k * Q r / r) = E * P r ∧
    c * (P' + k * P r / r) + (-c ^ 2 - Z / r) * Q r = E * Q r

/-- The norm integral `∫ (P² + Q²) dr` over `r > 0`. -/
def normSq (P Q : ℝ → ℝ) : ℝ := ∫ r in Ioi (0 : ℝ), (P r ^ 2 + Q r ^ 2)

/-- The mean of `1/r`: `∫ (P² + Q²)/r dr` divided by the norm integral. -/
def meanInvR (P Q : ℝ → ℝ) : ℝ := (∫ r in Ioi (0 : ℝ), (P r ^ 2 + Q r ^ 2) / r) / normSq P Q

/-- The cross moment `2c ∫ PQ/r dr` divided by the norm integral. -/
def meanCross (c : ℝ) (P Q : ℝ → ℝ) : ℝ :=
  2 * c * (∫ r in Ioi (0 : ℝ), P r * Q r / r) / normSq P Q

/-- The radial factor `f = r^g exp(Z r / k)`. -/
def envelope (c Z k r : ℝ) : ℝ := r ^ gam c Z k * exp (Z / k * r)

/-- The large component `P = (g - k) f`. -/
def largeP (c Z k r : ℝ) : ℝ := (gam c Z k - k) * envelope c Z k r

/-- The small component `Q = -(Z/c) f`. -/
def smallQ (c Z k r : ℝ) : ℝ := -(Z / c) * envelope c Z k r

variable {c m Z k : ℝ}

/-- For `Z²/c² < k²` the exponent `g` is positive and `g² = k² - Z²/c²`. -/
theorem gam_pos_sq (hk : (Z / c) ^ 2 < k ^ 2) :
    0 < gam c Z k ∧ gam c Z k ^ 2 = k ^ 2 - (Z / c) ^ 2 :=
  ⟨Real.sqrt_pos.2 (sub_pos.2 hk), Real.sq_sqrt (sub_pos.2 hk).le⟩

/-- Where `u² + a² > 0`, the ratio `u / √(u² + a²)` has derivative `(u' a² - u a a') / √(u² + a²)³`. -/
theorem hasDerivAt_ratio {u a : ℝ → ℝ} {u' a' t : ℝ} (hu : HasDerivAt u u' t)
    (ha : HasDerivAt a a' t) (hpos : 0 < u t ^ 2 + a t ^ 2) :
    HasDerivAt (fun s => u s / √(u s ^ 2 + a s ^ 2))
      ((u' * a t ^ 2 - u t * a t * a') / √(u t ^ 2 + a t ^ 2) ^ 3) t := by
  have h1 : HasDerivAt (fun s => u s ^ 2 + a s ^ 2) (2 * u t * u' + 2 * a t * a') t := by
    have h : (fun s => u s ^ 2 + a s ^ 2) = fun s => u s * u s + a s * a s := by
      funext s; ring
    rw [h]
    exact ((hu.fun_mul hu).fun_add (ha.fun_mul ha)).congr_deriv (by ring)
  have hN : 0 < √(u t ^ 2 + a t ^ 2) := Real.sqrt_pos.2 hpos
  have key : ∀ N : ℝ, 0 < N → N ^ 2 = u t ^ 2 + a t ^ 2 →
      (u' * N - u t * ((2 * u t * u' + 2 * a t * a') / (2 * N))) / N ^ 2
        = (u' * a t ^ 2 - u t * a t * a') / N ^ 3 := by
    intro N hN h
    have hN' := hN.ne'
    have e : a t ^ 2 = N ^ 2 - u t ^ 2 := by linarith
    rw [e]
    field_simp
    ring
  have h := hu.fun_div (h1.sqrt hpos.ne') hN.ne'
  exact h.congr_deriv (key _ hN (Real.sq_sqrt hpos.le))

/-- For `c ≠ 0`, `m ≥ 0`, `Z²/c² < k²` the energy has charge derivative `dE/dZ = -Z (k² + m g) / (g N³)`. -/
theorem hasDerivAt_energy_Z (hc : c ≠ 0) (hm : 0 ≤ m) (hk : (Z / c) ^ 2 < k ^ 2) :
    HasDerivAt (fun z => energy c m z k)
      (-Z * (k ^ 2 + m * gam c Z k) / (gam c Z k * appN c m Z k ^ 3)) Z := by
  obtain ⟨hg, hsq⟩ := gam_pos_sq hk
  have hpos : 0 < (m + gam c Z k) ^ 2 + (Z / c) ^ 2 :=
    add_pos_of_pos_of_nonneg (pow_pos (by linarith) 2) (sq_nonneg _)
  have hN : 0 < appN c m Z k := Real.sqrt_pos.2 hpos
  have ha : HasDerivAt (fun z : ℝ => z / c) (1 / c) Z := (hasDerivAt_id' Z).div_const c
  have h1 : HasDerivAt (fun z : ℝ => k ^ 2 - (z / c) ^ 2) (-(2 * (Z / c) * (1 / c))) Z := by
    have h : (fun z : ℝ => k ^ 2 - (z / c) ^ 2) = fun z => k ^ 2 - z / c * (z / c) := by
      funext s; ring
    rw [h]
    exact ((ha.fun_mul ha).const_sub (k ^ 2)).congr_deriv (by ring)
  have hu : HasDerivAt (fun z => m + gam c z k)
      (-(2 * (Z / c) * (1 / c)) / (2 * gam c Z k)) Z :=
    (h1.sqrt (sub_pos.2 hk).ne').const_add m
  -- collect the terms with k² = g² + Z²/c²
  have key : ∀ g N : ℝ, 0 < g → 0 < N → g ^ 2 = k ^ 2 - (Z / c) ^ 2 →
      c ^ 2 * ((-(2 * (Z / c) * (1 / c)) / (2 * g) * (Z / c) ^ 2
        - (m + g) * (Z / c) * (1 / c)) / N ^ 3) = -Z * (k ^ 2 + m * g) / (g * N ^ 3) := by
    intro g N hg hN h
    have hg' := hg.ne'
    have hN' := hN.ne'
    have e : k ^ 2 = g ^ 2 + (Z / c) ^ 2 := by linarith
    rw [e]
    field_simp
    ring
  have h := (hasDerivAt_ratio hu ha hpos).const_mul (c ^ 2)
  exact h.congr_deriv (key _ _ hg hN hsq)

/-- For `c ≠ 0`, `m ≥ 0`, `Z²/c² < k²` the energy has derivative `dE/dk = Z² k / (g N³)` in the angular parameter `k`. -/
theorem hasDerivAt_energy_k (hc : c ≠ 0) (hm : 0 ≤ m) (hk : (Z / c) ^ 2 < k ^ 2) :
    HasDerivAt (fun x => energy c m Z x)
      (Z ^ 2 * k / (gam c Z k * appN c m Z k ^ 3)) k := by
  obtain ⟨hg, -⟩ := gam_pos_sq hk
  have hpos : 0 < (m + gam c Z k) ^ 2 + (Z / c) ^ 2 :=
    add_pos_of_pos_of_nonneg (pow_pos (by linarith) 2) (sq_nonneg _)
  have hN : 0 < appN c m Z k := Real.sqrt_pos.2 hpos
  have ha : HasDerivAt (fun _ : ℝ => Z / c) 0 k := hasDerivAt_const k (Z / c)
  have h1 : HasDerivAt (fun x : ℝ => x ^ 2 - (Z / c) ^ 2) (2 * k) k := by
    have h : (fun x : ℝ => x ^ 2 - (Z / c) ^ 2) = fun x => x * x - (Z / c) ^ 2 := by
      funext s; ring
    rw [h]
    exact (((hasDerivAt_id' k).fun_mul (hasDerivAt_id' k)).sub_const _).congr_deriv (by ring)
  have hu : HasDerivAt (fun x => m + gam c Z x) (2 * k / (2 * gam c Z k)) k :=
    (h1.sqrt (sub_pos.2 hk).ne').const_add m
  have key : ∀ g N : ℝ, 0 < g → 0 < N →
      c ^ 2 * ((2 * k / (2 * g) * (Z / c) ^ 2 - (m + g) * (Z / c) * 0) / N ^ 3)
        = Z ^ 2 * k / (g * N ^ 3) := by
    intro g N hg hN
    have hg' := hg.ne'
    have hN' := hN.ne'
    rw [mul_zero, sub_zero]
    field_simp
  have h := (hasDerivAt_ratio hu ha hpos).const_mul (c ^ 2)
  exact h.congr_deriv (key _ _ hg hN)

/-- For `m = 0`, `k < 0` and `Z²/c² < k²` one has `N = -k`. -/
theorem appN_zero (hk0 : k < 0) (hk : (Z / c) ^ 2 < k ^ 2) : appN c 0 Z k = -k := by
  have e : (0 + gam c Z k) ^ 2 + (Z / c) ^ 2 = (-k) ^ 2 := by
    linear_combination (gam_pos_sq hk).2
  rw [appN, e, Real.sqrt_sq (by linarith)]

/-- For `c ≠ 0`, `k < 0`, `Z²/c² < k²` the pair `P = (g - k) f`, `Q = -(Z/c) f` solves the radial Dirac equations
with the energy `E` at `m = 0`. -/
theorem nodeless_solves (hc : c ≠ 0) (hk0 : k < 0) (hk : (Z / c) ^ 2 < k ^ 2) :
    SolvesRadialDirac c Z k (energy c 0 Z k) (largeP c Z k) (smallQ c Z k) := by
  intro r hr
  have hr' : r ≠ 0 := hr.ne'
  have hk' := hk0.ne
  have hsq := (gam_pos_sq hk).2
  -- f' = (g/r + Z/k) f
  have hf : HasDerivAt (envelope c Z k) ((gam c Z k / r + Z / k) * envelope c Z k r) r := by
    have h := (Real.hasDerivAt_rpow_const (p := gam c Z k) (Or.inl hr')).fun_mul
      ((hasDerivAt_id' r).const_mul (Z / k)).exp
    refine h.congr_deriv ?_
    simp only [envelope]
    rw [Real.rpow_sub_one hr']
    ring
  refine ⟨_, _, hf.const_mul (gam c Z k - k), hf.const_mul (-(Z / c)), ?_, ?_⟩
  · simp only [largeP, smallQ, energy, appN_zero hk0 hk]
    linear_combination (norm := (field_simp; ring)) (envelope c Z k r * c ^ 2 / k) * hsq
  · simp only [largeP, smallQ, energy, appN_zero hk0 hk]
    linear_combination (norm := (field_simp; ring)) (envelope c Z k r * c / r) * hsq

/-- For `Z > 0`, `k < 0`, `Z²/c² < k²`: `∫ f² > 0` and `∫ f²/r = -Z/(k g) ∫ f²`. -/
theorem envelope_moments (hZ : 0 < Z) (hk0 : k < 0) (hk : (Z / c) ^ 2 < k ^ 2) :
    0 < ∫ r in Ioi (0 : ℝ), envelope c Z k r ^ 2 ∧
    ∫ r in Ioi (0 : ℝ), envelope c Z k r ^ 2 / r
      = -Z / (k * gam c Z k) * ∫ r in Ioi (0 : ℝ), envelope c Z k r ^ 2 := by
  have hg := (gam_pos_sq hk).1
  have hk' := hk0.ne
  obtain ⟨g, hgd⟩ : ∃ g, gam c Z k = g := ⟨_, rfl⟩
  obtain ⟨b, hbd⟩ : ∃ b, b = -2 * (Z / k) := ⟨_, rfl⟩
  rw [hgd] at hg ⊢
  have hb : 0 < b := by
    have := div_neg_of_pos_of_neg hZ hk0
    linarith
  have h2 : 0 < 2 * g := by linarith
  have hsq : ∀ r : ℝ, 0 < r → envelope c Z k r ^ 2 = r ^ (2 * g) * exp (-(b * r)) := by
    intro r hr
    have e : -(b * r) = Z / k * r + Z / k * r := by rw [hbd]; ring
    rw [two_mul g, Real.rpow_add hr, e, Real.exp_add, envelope, hgd]
    ring
  -- both integrals are Gamma integrals
  have e0 : ∫ r in Ioi (0 : ℝ), envelope c Z k r ^ 2
      = (1 / b) ^ (2 * g) * (1 / b) * (2 * g * Gamma (2 * g)) := by
    rw [← Real.Gamma_add_one h2.ne', ← Real.rpow_add_one (one_div_pos.2 hb).ne',
      ← Real.integral_rpow_mul_exp_neg_mul_Ioi (by linarith) hb]
    refine setIntegral_congr_fun measurableSet_Ioi (fun r hr => ?_)
    show envelope c Z k r ^ 2 = r ^ (2 * g + 1 - 1) * exp (-(b * r))
    rw [hsq r hr, add_sub_cancel_right]
  have e1 : ∫ r in Ioi (0 : ℝ), envelope c Z k r ^ 2 / r
      = (1 / b) ^ (2 * g) * Gamma (2 * g) := by
    rw [← Real.integral_rpow_mul_exp_neg_mul_Ioi h2 hb]
    refine setIntegral_congr_fun measurableSet_Ioi (fun r hr => ?_)
    show envelope c Z k r ^ 2 / r = r ^ (2 * g - 1) * exp (-(b * r))
    rw [hsq r hr, Real.rpow_sub_one (show (0 : ℝ) < r from hr).ne']
    ring
  have hG := Real.Gamma_pos_of_pos h2
  rw [e0, e1]
  refine ⟨by positivity, ?_⟩
  have hZ' : Z = -(b * k) / 2 := by rw [hbd]; field_simp
  have hg' := hg.ne'
  have hb' := hb.ne'
  rw [hZ']
  generalize (1 / b) ^ (2 * g) = X
  generalize Gamma (2 * g) = G
  field_simp

/-- For `c ≠ 0`, `Z > 0`, `k < 0`, `Z²/c² < k²` the pair `(P, Q)` has positive norm integral, mean of `1/r` equal to `-Z/(k g)`
and cross moment `-Z²/(k² g)`. -/
theorem nodeless_moments (hc : c ≠ 0) (hZ : 0 < Z) (hk0 : k < 0) (hk : (Z / c) ^ 2 < k ^ 2) :
    0 < normSq (largeP c Z k) (smallQ c Z k) ∧
    meanInvR (largeP c Z k) (smallQ c Z k) = -Z / (k * gam c Z k) ∧
    meanCross c (largeP c Z k) (smallQ c Z k) = -Z ^ 2 / (k ^ 2 * gam c Z k) := by
  obtain ⟨hg, hsq⟩ := gam_pos_sq hk
  obtain ⟨hI, hI1⟩ := envelope_moments hZ hk0 hk
  -- P² + Q² = -2k (g - k) f²
  have hd : ∀ r, largeP c Z k r ^ 2 + smallQ c Z k r ^ 2
      = -k * 2 * (gam c Z k - k) * envelope c Z k r ^ 2 := fun r => by
    simp only [largeP, smallQ]
    linear_combination envelope c Z k r ^ 2 * hsq
  have hp : ∀ r, largeP c Z k r * smallQ c Z k r / r
      = -(Z / c) * (gam c Z k - k) * (envelope c Z k r ^ 2 / r) := fun r => by
    simp only [largeP, smallQ]
    ring
  have hgk : 0 < gam c Z k - k := by linarith
  simp only [meanInvR, meanCross, normSq, hd, hp, mul_div_assoc, integral_const_mul, hI1]
  refine ⟨mul_pos (mul_pos (by linarith) hgk) hI, ?_⟩
  have h1 := hI.ne'
  have h2 := hgk.ne'
  have h3 := hg.ne'
  have h4 := hk0.ne
  constructor <;> field_simp

/-- At `m = 0`, for `c ≠ 0`, `Z > 0`, `k < 0`, `Z²/c² < k²`: `dE/dZ` is minus the mean of `1/r` and
`dE/dk` is the cross moment of the pair `(P, Q)`. -/
theorem hellmannFeynman_nodeless (hc : c ≠ 0) (hZ : 0 < Z) (hk0 : k < 0)
    (hk : (Z / c) ^ 2 < k ^ 2) :
    HasDerivAt (fun z => energy c 0 z k) (-meanInvR (largeP c Z k) (smallQ c Z k)) Z ∧
    HasDerivAt (fun x => energy c 0 Z x) (meanCross c (largeP c Z k) (smallQ c Z k)) k := by
  obtain ⟨-, h1, h2⟩ := nodeless_moments hc hZ hk0 hk
  have h3 := (gam_pos_sq hk).1.ne'
  have h4 := hk0.ne
  refine ⟨(hasDerivAt_energy_Z hc le_rfl hk).congr_deriv ?_,
    (hasDerivAt_energy_k hc le_rfl hk).congr_deriv ?_⟩
  · rw [h1, appN_zero hk0 hk, zero_mul, add_zero]
    field_simp
  · rw [h2, appN_zero hk0 hk]
    field_simp

/-- For `m = 0`, `k = -1`, `c ≠ 0`, `Z > 0`, `Z²/c² < 1`: `dE/dZ = -Z/g` and `dE/dk = -Z²/g`, the mean of `1/r` is `Z/g`
and the cross moment is `-Z²/g`. -/
theorem kappa_neg_one (hc : c ≠ 0) (hZ : 0 < Z) (hk : (Z / c) ^ 2 < 1) :
    HasDerivAt (fun z => energy c 0 z (-1)) (-Z / gam c Z (-1)) Z ∧
    HasDerivAt (fun x => energy c 0 Z x) (-Z ^ 2 / gam c Z (-1)) (-1) ∧
    meanInvR (largeP c Z (-1)) (smallQ c Z (-1)) = Z / gam c Z (-1) ∧
    meanCross c (largeP c Z (-1)) (smallQ c Z (-1)) = -Z ^ 2 / gam c Z (-1) := by
  have hk' : (Z / c) ^ 2 < (-1 : ℝ) ^ 2 := by rw [neg_one_sq]; exact hk
  obtain ⟨-, h1, h2⟩ := nodeless_moments hc hZ neg_one_lt_zero hk'
  obtain ⟨d1, d2⟩ := hellmannFeynman_nodeless hc hZ neg_one_lt_zero hk'
  rw [neg_one_mul, neg_div_neg_eq] at h1
  rw [neg_one_sq, one_mul] at h2
  exact ⟨d1.congr_deriv (by rw [h1, neg_div]), d2.congr_deriv h2, h1, h2⟩

end

end DiracCoulombHellmannFeynman
```

```lean
#print axioms DiracCoulombHellmannFeynman.nodeless_solves
#print axioms DiracCoulombHellmannFeynman.hellmannFeynman_nodeless
#print axioms DiracCoulombHellmannFeynman.kappa_neg_one
```

```
'DiracCoulombHellmannFeynman.nodeless_solves' depends on axioms: [propext, Classical.choice, Quot.sound]
'DiracCoulombHellmannFeynman.hellmannFeynman_nodeless' depends on axioms: [propext, Classical.choice, Quot.sound]
'DiracCoulombHellmannFeynman.kappa_neg_one' depends on axioms: [propext, Classical.choice, Quot.sound]
```

### What the theorems say and how they are proved

`hasDerivAt_energy_Z` and `hasDerivAt_energy_k` state the two derivative formulas under `c ≠ 0`, `0 ≤ m` and $(Z/c)^2<k^2$, for either sign of $Z$ and of $k$. Both rest on `gam_pos_sq`, which supplies $g>0$ and $g^2=k^2-a^2$, and on `hasDerivAt_ratio`, the formula for $d(u/N)$. That lemma differentiates $u^2+a^2$, applies the square-root and quotient rules, and in `key` replaces $a^2$ by $N^2-u^2$ before clearing denominators. In each energy theorem `hu` and `ha` are the derivatives of $u$ and $a$, and `key` collects the terms, in the charge case after substituting $k^2=g^2+a^2$.

`appN_zero` gives $N=-k$. `nodeless_solves` states that `largeP` and `smallQ`, the $P$ and $Q$ above built on `envelope`, solve the radial equations with energy `energy c 0 Z k`, and it needs no sign of $Z$. Its step `hf` is the formula for $f'$, and the two `linear_combination` calls multiply $g^2=k^2-a^2$ by $c^2f/k$ and by $cf/r$, the residual factors found by hand.

Positivity of $Z$ enters in `envelope_moments`, where it makes $b>0$. The steps `e0` and `e1` evaluate $I_0$ and $I_1$ with `Real.integral_rpow_mul_exp_neg_mul_Ioi` at $s=2g+1$ and $s=2g$, and `Real.Gamma_add_one` supplies $\Gamma(2g+1)=2g\,\Gamma(2g)$. `nodeless_moments` rewrites the densities by `hd` and `hp`, pulls the constants out of the integrals and cancels $(g-k)I_0$. `hellmannFeynman_nodeless` states that, for $Z>0$ and $k<0$, the derivatives at $m=0$ are `-meanInvR (largeP c Z k) (smallQ c Z k)` and `meanCross c (largeP c Z k) (smallQ c Z k)`; it inserts $N=-k$ and compares. `kappa_neg_one` lists the two derivatives and the two moments at $k=-1$ under `(Z / c) ^ 2 < 1`.

### Remarks

Mathlib assigns the value $0$ to the integral of a non-integrable function and to division by zero. The clause `0 < normSq (largeP c Z k) (smallQ c Z k)` therefore matters, since it makes the norm a convergent integral and the division by it a true normalisation.

The derivative in $k$ is taken at fixed $m$, and it goes wrong if the energy is first written with the principal quantum number $n=m+|k|$ and $n$ is held fixed. For $k<0$ one then has $u=n+k+g$ and $\partial u/\partial k=1+k/g$, which adds $Z^2/N^3$ and gives $Z^2-Z^2/g$ at $m=0$, $k=-1$, different from the cross moment $-Z^2/g$. This comparison is a side computation and appears in none of the theorems. In the Lean statement the choice is visible in `fun x => energy c m Z x`, where `m` does not depend on `x`.

Nothing is stated about a Hilbert space, self-adjointness, uniqueness of the solution or the angular parts of the four-component spinor. The closed forms $-Z/(kg)$ and $-Z^2/(k^2g)$ are exact values against which the radial integrals of a four-component atomic calculation can be compared, for one electron, a point nucleus of infinite mass and the nodeless states with $k<0$.
